# Robertson's determinant inequality for symmetric operators in a normalised state

Uncertainty relations checked two observables at a time can accept a covariance matrix that no wavefunction has. Take \(x_1,p_1,x_2,p_2\) with \(\hbar=1\), all variances \(1/2\), and one non-zero covariance, \(1/4\) between \(x_1\) and \(x_2\). Every pair passes. Yet the covariance determinant is \(3/64\), below the \(4/64\) that the commutators require of a normalised Schwartz wavefunction.

For symmetric operators \(X_j\) and a unit vector \(\psi\), write \(\langle X\rangle=\langle\psi,X\psi\rangle\) and

\[
A_{jk}=\tfrac12\langle X_jX_k+X_kX_j\rangle-\langle X_j\rangle\langle X_k\rangle,\qquad
B_{jk}=\tfrac1{2i}\langle[X_j,X_k]\rangle .
\]

Then \(0\le\det B\le\det A\). This gives a necessary check on covariances computed for a pure state, provided that the operators map a common domain containing \(\psi\) into itself. For an odd number of observables \(\det B=0\), and the check reduces to \(\det A\ge0\).

```lean
import Mathlib

open Matrix
open scoped ComplexOrder

namespace RobertsonUncertainty

noncomputable section

local notation "cx(" M ")" => Matrix.map M Complex.ofReal

variable {n : Type*}
```

## Real A and B, Hermitian S

The inequality comes from a matrix statement about \(S=A+iB\), called `joinReIm A B` in Lean. The types make \(A\) and \(B\) real; `cx(M)` is \(M\) with its entries read as complex numbers. Lean's `n` is the finite index set of the observables, and \(|n|\) is their number.

```lean
/-- The complex matrix `A + iB` with real part `A` and imaginary part `B`. -/
def joinReIm (A B : Matrix n n ℝ) : Matrix n n ℂ := cx(A) + Complex.I • cx(B)
```

Physically, Hermiticity says that exchanging two observables conjugates their correlation. By hand, \(\overline{S_{kj}}=S_{jk}\) gives \(A^T=A\), \(B^T=-B\) and \(S^T=A-iB\). The lemma compares real and imaginary parts entry by entry.

Requiring only \(\mathrm{Re}(v^\dagger Sv)\ge0\) is not enough: the \(1\times1\) matrix \(S=i\) has \(\det A=0\) and \(\det B=1\).

```lean
/-- If `A + iB` is Hermitian, then `B` is antisymmetric and the transpose is `A - iB`. -/
theorem transpose_joinReIm {A B : Matrix n n ℝ} (h : (joinReIm A B).IsHermitian) :
    Bᵀ = -B ∧ (joinReIm A B)ᵀ = cx(A) - Complex.I • cx(B) := by
  have e : ∀ i j, A j i = A i j ∧ -B j i = B i j := by
    intro i j
    have := h.apply i j
    simpa [joinReIm, Complex.ext_iff] using this
  have b : ∀ i j, B j i = -B i j := fun i j => neg_eq_iff_eq_neg.1 (e i j).2
  refine ⟨by ext i j; exact b i j, ?_⟩
  ext i j
  have a := (e i j).1
  have b' := b i j
  simp [joinReIm, a, b', sub_eq_add_neg]
```

## No negative values of v†Sv

`PosSemidef` contains Hermiticity and adds \(v^\dagger Sv\ge0\) for every complex \(v\). Physically, no combination of deviations has negative squared norm. Hermiticity alone does not suffice: for \(A=0\) and \(B=\begin{pmatrix}0&1\\-1&0\end{pmatrix}\), \(S\) is Hermitian, but \(\det B=1>0=\det A\).

The transpose \(S^T\) is also positive semidefinite. With \(a=v^\dagger Av\) and \(b=v^\dagger Bv\), both \(a+ib\) and \(a-ib\) are real and non-negative. So \(a\) is real, \(b\) is imaginary, and \(|b|\le a\). `quadratic_bound` does this in real and imaginary parts.

```lean
variable [Fintype n]

/-- If `A + iB` is positive semidefinite, the quadratic form of `B` is bounded in modulus
by that of `A` on every complex vector. -/
theorem quadratic_bound {A B : Matrix n n ℝ} (h : (joinReIm A B).PosSemidef) (v : n → ℂ) :
    ‖star v ⬝ᵥ cx(B) *ᵥ v‖ ≤ ‖star v ⬝ᵥ cx(A) *ᵥ v‖ := by
  have h1 := h.dotProduct_mulVec_nonneg v
  have h2 := h.transpose.dotProduct_mulVec_nonneg v
  rw [(transpose_joinReIm h.isHermitian).2] at h2
  simp only [joinReIm, add_mulVec, sub_mulVec, smul_mulVec, dotProduct_add, dotProduct_sub,
    dotProduct_smul, smul_eq_mul] at h1 h2
  generalize star v ⬝ᵥ cx(B) *ᵥ v = b at *
  generalize star v ⬝ᵥ cx(A) *ᵥ v = a at *
  rw [Complex.le_def] at h1 h2
  simp only [Complex.add_re, Complex.add_im, Complex.sub_re, Complex.sub_im, Complex.mul_re,
    Complex.mul_im, Complex.I_re, Complex.I_im, Complex.zero_re, Complex.zero_im] at h1 h2
  have hre : b.re = 0 := by linarith [h1.2, h2.2]
  have him : |b.im| ≤ a.re := abs_le.2 ⟨by linarith [h2.1], by linarith [h1.1]⟩
  have hb := Complex.norm_le_abs_re_add_abs_im b
  rw [hre, abs_zero, zero_add] at hb
  exact hb.trans (him.trans (Complex.re_le_norm a))
```

Suppose first that \(a\ne0\) for all \(v\neq0\). Then \(A\) is invertible. If \(A^{-1}Bv=zv\) with \(v\neq0\), then \(b=za\), hence \(|z|\le1\). The determinant of \(A^{-1}B\) is the product of its eigenvalues with multiplicity, so \(|\det B|\le|\det A|\). `norm_det_le` takes the eigenvalues as roots of the characteristic polynomial and bounds their product by induction.

```lean
variable [DecidableEq n]

/-- If the quadratic form of `M` vanishes only at zero and dominates that of `N` in modulus,
then `|det N| ≤ |det M|`. -/
theorem norm_det_le {M N : Matrix n n ℂ} (hM : ∀ v, v ≠ 0 → star v ⬝ᵥ M *ᵥ v ≠ 0)
    (hN : ∀ v, ‖star v ⬝ᵥ N *ᵥ v‖ ≤ ‖star v ⬝ᵥ M *ᵥ v‖) : ‖N.det‖ ≤ ‖M.det‖ := by
  have hu : IsUnit M.det := by
    rw [isUnit_iff_ne_zero]
    intro h0
    obtain ⟨v, hv, h⟩ := exists_mulVec_eq_zero_iff.2 h0
    exact hM v hv (by rw [h, dotProduct_zero])
  have hK : M * (M⁻¹ * N) = N := by
    rw [← Matrix.mul_assoc, mul_nonsing_inv M hu, Matrix.one_mul]
  -- an eigenvector of M⁻¹N solves N v = z M v, so |z| ≤ 1
  have hroot : ∀ z ∈ (M⁻¹ * N).charpoly.roots, ‖z‖ ≤ 1 := by
    intro z hz
    have h0 := (Polynomial.mem_roots'.1 hz).2
    rw [Polynomial.IsRoot.def, eval_charpoly] at h0
    obtain ⟨v, hv, h⟩ := exists_mulVec_eq_zero_iff.2 h0
    rw [sub_mulVec, sub_eq_zero] at h
    have hs : scalar n z *ᵥ v = z • v := by
      ext i
      simp [scalar_apply, mulVec_diagonal]
    have hNv : N *ᵥ v = z • (M *ᵥ v) := by
      rw [← hK, ← mulVec_mulVec, ← h, hs, mulVec_smul]
    have hb := hN v
    rw [hNv, dotProduct_smul, smul_eq_mul, norm_mul] at hb
    exact le_of_mul_le_mul_right (by rwa [one_mul]) (norm_pos_iff.2 (hM v hv))
  have hprod : ∀ s : Multiset ℂ, (∀ z ∈ s, ‖z‖ ≤ 1) → ‖s.prod‖ ≤ 1 := by
    intro s
    induction s using Multiset.induction_on with
    | empty => simp
    | cons a s ih =>
      intro h
      rw [Multiset.prod_cons, norm_mul]
      exact mul_le_one₀ (h a (Multiset.mem_cons_self a s)) (norm_nonneg _)
        (ih fun z hz => h z (Multiset.mem_cons_of_mem hz))
  have hd : ‖(M⁻¹ * N).det‖ ≤ 1 := by
    rw [det_eq_prod_roots_charpoly]
    exact hprod _ hroot
  rw [← hK, det_mul, norm_mul]
  exact mul_le_of_le_one_right (norm_nonneg _) hd
```

The sign of \(\det B\) needs only antisymmetry. Let \(f(t)=\det((1-t)\mathbb 1+tB)\), so \(f(0)=1\). If \(f(1)=\det B<0\), the intermediate value theorem gives \(0<t<1\) and a real \(x\ne0\) with \((1-t)x+tBx=0\). Since \(x^TBx=0\), multiplying by \(x^T\) leaves \((1-t)x^Tx=0\), a contradiction.

```lean
/-- A real antisymmetric matrix has non-negative determinant. -/
theorem det_nonneg_of_skew {B : Matrix n n ℝ} (hB : Bᵀ = -B) : 0 ≤ B.det := by
  by_contra hneg
  have hlt := not_le.1 hneg
  -- follow the determinant along the segment from the identity to B
  let f : ℝ → ℝ := fun t => ((1 - t) • (1 : Matrix n n ℝ) + t • B).det
  have hf : Continuous f := Continuous.matrix_det (by fun_prop)
  have f0 : f 0 = 1 := by simp [f]
  have f1 : f 1 = B.det := by simp [f]
  obtain ⟨t, ht, h0⟩ := intermediate_value_Icc' zero_le_one hf.continuousOn
    (show (0 : ℝ) ∈ Set.Icc (f 1) (f 0) from ⟨by rw [f1]; exact hlt.le, by rw [f0]; norm_num⟩)
  have ht1 : t ≠ 1 := by
    rintro rfl
    rw [f1] at h0
    exact hlt.ne h0
  obtain ⟨x, hx, h⟩ := exists_mulVec_eq_zero_iff.2 h0
  have hq : x ⬝ᵥ B *ᵥ x = 0 := by
    have e : x ⬝ᵥ B *ᵥ x = -(x ⬝ᵥ B *ᵥ x) := by
      conv_lhs => rw [dotProduct_mulVec, ← mulVec_transpose, hB, neg_mulVec, neg_dotProduct,
        dotProduct_comm]
    linarith
  have hz := congrArg (fun y => x ⬝ᵥ y) h
  simp only [add_mulVec, smul_mulVec, one_mulVec, dotProduct_add, dotProduct_smul, hq,
    smul_eq_mul, mul_zero, add_zero, dotProduct_zero] at hz
  rcases mul_eq_zero.1 hz with h' | h'
  · exact ht1 (by linarith)
  · exact hx (dotProduct_self_eq_zero.1 h')
```

In the remaining case some \(v\ne0\) has \(a=0\), hence \(b=0\) and \(v^\dagger Sv=v^\dagger S^Tv=0\). Positivity then forces \(Sv=S^Tv=0\). Subtracting gives \(2iBv=0\), so \(\det B=0\). Finally, \(S+S^T=2A\) is positive semidefinite, so \(2^{|n|}\det A\ge0\) and the moduli can be removed. The `by_cases` in `robertson_det` separates the two cases.

```lean
/-- Robertson's determinant inequality: if `A + iB` is positive semidefinite with `A`, `B`
real, then `0 ≤ det B ≤ det A`. -/
theorem robertson_det {A B : Matrix n n ℝ} (h : (joinReIm A B).PosSemidef) :
    0 ≤ B.det ∧ B.det ≤ A.det := by
  have hdet : ∀ M : Matrix n n ℝ, cx(M).det = (M.det : ℂ) :=
    fun M => (Complex.ofRealHom.map_det M).symm
  obtain ⟨hB, hT⟩ := transpose_joinReIm h.isHermitian
  refine ⟨det_nonneg_of_skew hB, ?_⟩
  -- 2A is the sum of the matrix and its transpose
  have hA : 0 ≤ A.det := by
    have h2 := (h.add h.transpose).det_nonneg
    have e : joinReIm A B + (joinReIm A B)ᵀ = cx(((2 : ℝ) • A)) := by
      rw [hT]
      ext i j
      simp [joinReIm]
      ring
    rw [e, hdet, det_smul] at h2
    have h3 : 0 ≤ (2 : ℝ) ^ Fintype.card n * A.det := Complex.zero_le_real.1 h2
    exact nonneg_of_mul_nonneg_right h3 (by positivity)
  have key : ‖cx(B).det‖ ≤ ‖cx(A).det‖ := by
    by_cases hd : ∀ v, v ≠ 0 → star v ⬝ᵥ cx(A) *ᵥ v ≠ 0
    · exact norm_det_le hd (quadratic_bound h)
    · -- a null vector of the form of A is annihilated by B
      simp only [ne_eq, not_forall, not_not] at hd
      obtain ⟨v, hv, h0⟩ := hd
      have hb := quadratic_bound h v
      rw [h0, norm_zero, norm_le_zero_iff] at hb
      have h1 := (h.dotProduct_mulVec_zero_iff v).1 (by
        simp only [joinReIm, add_mulVec, smul_mulVec, dotProduct_add, dotProduct_smul, h0, hb,
          smul_zero, add_zero])
      have h2 := (h.transpose.dotProduct_mulVec_zero_iff v).1 (by
        simp only [hT, sub_mulVec, smul_mulVec, dotProduct_sub, dotProduct_smul, h0, hb,
          smul_zero, sub_zero])
      rw [joinReIm, add_mulVec, smul_mulVec] at h1
      rw [hT, sub_mulVec, smul_mulVec] at h2
      have hI : Complex.I • (cx(B) *ᵥ v) = 0 := by
        linear_combination (norm := module) (1 / 2 : ℂ) • h1 - (1 / 2 : ℂ) • h2
      have hBv := (smul_eq_zero.1 hI).resolve_left Complex.I_ne_zero
      rw [exists_mulVec_eq_zero_iff.1 ⟨v, hv, hBv⟩, norm_zero]
      exact norm_nonneg _
  rw [hdet, hdet, Complex.norm_real, Complex.norm_real, Real.norm_eq_abs, Real.norm_eq_abs,
    abs_of_nonneg hA] at key
  exact (le_abs_self _).trans key
```

The bound is attained at \(A=\mathbb 1\) with the \(2\times2\) matrix \(B\) above. Positivity follows from writing \(S\) as \(R^\dagger R\).

```lean
/-- Equality is attained: for `A` the identity and `B` the 2×2 symplectic matrix, `A + iB` is
positive semidefinite and `det B = det A`. -/
theorem robertson_det_witness :
    (joinReIm (1 : Matrix (Fin 2) (Fin 2) ℝ) !![0, 1; -1, 0]).PosSemidef ∧
      (!![0, 1; -1, 0] : Matrix (Fin 2) (Fin 2) ℝ).det =
        (1 : Matrix (Fin 2) (Fin 2) ℝ).det := by
  refine ⟨?_, by simp [det_fin_two]⟩
  have e : joinReIm (1 : Matrix (Fin 2) (Fin 2) ℝ) !![0, 1; -1, 0] =
      (!![1, Complex.I; 0, 0] : Matrix (Fin 2) (Fin 2) ℂ)ᴴ * !![1, Complex.I; 0, 0] := by
    ext i j
    fin_cases i <;> fin_cases j <;>
      simp [joinReIm, Matrix.mul_apply, Fin.sum_univ_succ]
  rw [e]
  exact posSemidef_conjTranspose_mul_self _
```

## Symmetric operators on a shared domain

`IsSymmetric` means \(\langle Xu,w\rangle=\langle u,Xw\rangle\), the property that makes expectation values real. `Module.End ℂ E` makes each \(X_j\) a linear map from all of \(E\) to itself. Since \(E\) need not be complete, it can be the Schwartz space for position and momentum. For unbounded operators such a domain has to be chosen, and states outside it are left out.

Another model would use partially defined operators and set \(A_{jk}=\mathrm{Re}\langle X_j\psi,X_k\psi\rangle-\langle X_j\rangle\langle X_k\rangle\) and \(B_{jk}=\mathrm{Im}\langle X_j\psi,X_k\psi\rangle\). It would admit states for which the products \(X_jX_k\psi\) are undefined.

Lean's `mean` takes a real part, which changes nothing for symmetric operators.

```lean
variable {E : Type*} [NormedAddCommGroup E] [InnerProductSpace ℂ E]

/-- The real part of the expectation value `⟨ψ, Xψ⟩`. -/
def mean (X : Module.End ℂ E) (ψ : E) : ℝ := (inner ℂ ψ (X ψ)).re

/-- The symmetrised covariance `⟨XY + YX⟩/2 - ⟨X⟩⟨Y⟩`, where each `⟨·⟩` is the real part computed by
`mean`. -/
def covariance (X Y : Module.End ℂ E) (ψ : E) : ℝ :=
  mean (X * Y + Y * X) ψ / 2 - mean X ψ * mean Y ψ
```

`halfCommutator` is \(B_{jk}\), since a commutator of symmetric operators has an imaginary expectation value.

```lean
/-- Half the imaginary part of the expectation value of the commutator `XY - YX`. -/
def halfCommutator (X Y : Module.End ℂ E) (ψ : E) : ℝ :=
  (inner ℂ ψ ((X * Y - Y * X) ψ)).im / 2
```

Without symmetry the relation can fail even for one operator: on \(\mathbb C^2\), \(X=\begin{pmatrix}0&1\\-1&0\end{pmatrix}\) and \(\psi=(1,0)\) give `covariance` \(-1\) and `halfCommutator` \(0\).

## A normalised state

The condition \(\|\psi\|=1\) gives expectation values their probabilistic meaning. Let \(m_j=\langle X_j\rangle\) and \(\delta_j=X_j\psi-m_j\psi\). Then

\[
\begin{aligned}
\langle\delta_j,\delta_k\rangle
&=\langle X_j\psi,X_k\psi\rangle-2m_jm_k+m_jm_k\langle\psi,\psi\rangle\\
&=\langle X_jX_k\rangle-m_jm_k=A_{jk}+iB_{jk}.
\end{aligned}
\]

Both lines use symmetry, which also makes the \(m_j\) real; the second also uses normalisation. The last equality splits \(X_jX_k\) into half its anticommutator and half its commutator. In `gram_deviation`, `hn` supplies the norm, while `hc` and `hd` supply the two parts.

With no condition on the norm the relation can fail: \(X=\mathbb 1\) and \(\|\psi\|^2=2\) give `covariance` \(2-4=-2\).

```lean
omit [Fintype n] [DecidableEq n] in
/-- The Gram matrix of the deviation vectors `X_j ψ - ⟨X_j⟩ψ` of symmetric operators in a
normalised state has the covariances as real part and the half commutators as imaginary part. -/
theorem gram_deviation {X : n → Module.End ℂ E} {ψ : E}
    (hX : ∀ j, (X j).IsSymmetric) (hψ : ‖ψ‖ = 1) :
    gram ℂ (fun j => X j ψ - (mean (X j) ψ : ℂ) • ψ) =
      joinReIm (of fun j k => covariance (X j) (X k) ψ)
        (of fun j k => halfCommutator (X j) (X k) ψ) := by
  have hm : ∀ j, inner ℂ ψ (X j ψ) = (mean (X j) ψ : ℂ) := by
    intro j
    have h := inner_conj_symm (𝕜 := ℂ) ψ (X j ψ)
    rw [hX j ψ ψ] at h
    exact Complex.ext rfl (Complex.conj_eq_iff_im.1 h)
  have hm' : ∀ j, inner ℂ (X j ψ) ψ = (mean (X j) ψ : ℂ) := fun j => (hX j ψ ψ).trans (hm j)
  have hn : inner ℂ ψ ψ = (1 : ℂ) := by
    rw [inner_self_eq_norm_sq_to_K, hψ]
    simp
  ext j k
  have h1 : inner ℂ ψ (X j (X k ψ)) = inner ℂ (X j ψ) (X k ψ) := (hX j _ _).symm
  have h2 : inner ℂ ψ (X k (X j ψ)) = starRingEnd ℂ (inner ℂ (X j ψ) (X k ψ)) := by
    rw [← hX k ψ (X j ψ), inner_conj_symm]
  -- the anticommutator gives the real part, the commutator the imaginary part
  have hc : mean (X j * X k + X k * X j) ψ = 2 * (inner ℂ (X j ψ) (X k ψ)).re := by
    simp only [mean, LinearMap.add_apply, Module.End.mul_apply, inner_add_right, h1, h2,
      Complex.add_re, Complex.conj_re]
    ring
  have hd : halfCommutator (X j) (X k) ψ = (inner ℂ (X j ψ) (X k ψ)).im := by
    simp only [halfCommutator, LinearMap.sub_apply, Module.End.mul_apply, inner_sub_right, h1,
      h2, Complex.sub_im, Complex.conj_im]
    ring
  change _ = (covariance (X j) (X k) ψ : ℂ) + Complex.I * (halfCommutator (X j) (X k) ψ : ℂ)
  rw [covariance, hc, hd, gram_apply]
  simp only [inner_sub_left, inner_sub_right, inner_smul_left, inner_smul_right,
    Complex.conj_ofReal, hm, hm', hn]
  push_cast
  linear_combination -(Complex.re_add_im (inner ℂ (X j ψ) (X k ψ)))
```

A Gram matrix is positive semidefinite because \(\sum_{jk}\bar c_jc_k\langle\delta_j,\delta_k\rangle=\|\sum_k c_k\delta_k\|^2\ge0\) for all complex \(c_j\). The final theorem therefore applies `robertson_det` to \(S_{jk}=\langle\delta_j,\delta_k\rangle\).

```lean
/-- Robertson's uncertainty relation for several observables: for symmetric operators in a
normalised state, the determinant of the half commutators is non-negative and at most the
determinant of the covariances. -/
theorem robertson_uncertainty {X : n → Module.End ℂ E} {ψ : E}
    (hX : ∀ j, (X j).IsSymmetric) (hψ : ‖ψ‖ = 1) :
    0 ≤ (of fun j k => halfCommutator (X j) (X k) ψ).det ∧
      (of fun j k => halfCommutator (X j) (X k) ψ).det ≤
        (of fun j k => covariance (X j) (X k) ψ).det := by
  apply robertson_det
  rw [← gram_deviation hX hψ]
  exact posSemidef_gram (𝕜 := ℂ) _

end

end RobertsonUncertainty
```

```lean
#print axioms RobertsonUncertainty.robertson_uncertainty
```

```
'RobertsonUncertainty.robertson_uncertainty' depends on axioms: [propext, Classical.choice, Quot.sound]
```
